# A unit Bloch vector need not give a qutrit state

Consider the diagonal matrix with entries $2/3,\ 2/3,\ -1/3$. Its trace is $1$, and the trace of its square is $4/9+4/9+1/9=1$. A pure state has these same two traces, yet this matrix assigns probability $-1/3$ to the third level. With only two levels this could not happen: if $a+b=1$ and $a^2+b^2=1$, then $2ab=0$, so the eigenvalues are $0$ and $1$. A third eigenvalue leaves room for a negative one.

This matrix lies on the unit sphere of a common Bloch parametrisation of a qutrit, a three-level system. Let $\lambda_0,\dots,\lambda_7$ be the Gell-Mann matrices, numbered from zero as in the code below, and let $n$ be a real vector with components $n_0,\dots,n_7$. Put

$$\rho(n)=\tfrac13\Bigl(1+\sqrt3\sum_i n_i\lambda_i\Bigr).$$

Write $e_8$ for the unit vector along the eighth axis, whose only nonzero component is $n_7=1$. For every $n$,

$$\operatorname{tr}\rho(n)=1,\qquad \operatorname{tr}\rho(n)^2=\frac{1+2\,n\cdot n}{3}.$$

Both traces are therefore $1$ on the whole unit sphere. Nevertheless $\rho(e_8)$ is the matrix above, while $\rho(-e_8)$ is a projector.

## Length and purity do not always decide positivity

In a simulation of a single three-level system that stores the state as the vector $n$, finding that the trace is $1$ and that the purity $\operatorname{tr}\rho^2$ is at most $1$ does not establish that $\rho(n)$ is a density matrix. A routine that draws $n$ uniformly from the unit sphere does not sample pure states, and rescaling an estimated $n$ to length one need not remove a negative eigenvalue.

Two length conditions do hold:

- If $|n|\le 1/2$, then $\rho(n)$ is positive semidefinite. No larger radius has this property.
- If $\rho(n)$ is positive semidefinite, then $|n|=1$ is equivalent to $\rho(n)^2=\rho(n)$.

For each length $r$ with $1/2<r\le1$, the vector $-r e_8$ gives a state and $r e_8$ does not. In that range the length alone does not decide positivity; the signs of the eigenvalues do.

## From two traces to three eigenvalues

**The traces.** The matrices $\lambda_0,\lambda_3,\lambda_5$ are real and symmetric, each with a pair of ones off the diagonal. Their partners $\lambda_1,\lambda_4,\lambda_6$ have $-i$ and $i$ in the same positions. The other two are $\lambda_2=\operatorname{diag}(1,-1,0)$ and $\lambda_7=\operatorname{diag}(1,1,-2)/\sqrt3$. All are Hermitian and traceless.

For each off-diagonal matrix, the trace of the square is $1+1=2$. For a symmetric matrix and its partner, the product has trace $i-i=0$. Matrices occupying different off-diagonal positions, or one diagonal and one off-diagonal matrix, have a product with zero diagonal. For the diagonal pair, $\operatorname{tr}\lambda_2^2=2$, $\operatorname{tr}\lambda_7^2=(1+1+4)/3=2$ and $\operatorname{tr}\lambda_2\lambda_7=(1-1)/\sqrt3=0$. Hence $\operatorname{tr}\lambda_i\lambda_j=2\delta_{ij}$.

Let $L=\sum_i n_i\lambda_i$. Then $\operatorname{tr}L=0$ and $\operatorname{tr}L^2=2\,n\cdot n$, so $\operatorname{tr}\rho=3/3=1$ and

$$\operatorname{tr}\rho^2=\tfrac19\operatorname{tr}\bigl(1+2\sqrt3L+3L^2\bigr)=\frac{3+6\,n\cdot n}{9}=\frac{1+2\,n\cdot n}{3}.$$

**The eighth axis.** Since $\sqrt3\,\lambda_7=\operatorname{diag}(1,1,-2)$, for real $t$

$$\rho(te_8)=\operatorname{diag}\Bigl(\frac{1+t}3,\frac{1+t}3,\frac{1-2t}3\Bigr).$$

At $t=1$ the last entry is $-1/3$. At $t=-1$ the matrix is $\operatorname{diag}(0,0,1)$. All three entries are nonnegative exactly when $-1\le t\le1/2$, which shows that the radius $1/2$ is optimal.

**Pure states.** Suppose $\rho^2=\rho$. Because $\rho$ is Hermitian, $\rho=\rho^\dagger\rho$ is positive semidefinite, and comparing traces gives $1=(1+2\,n\cdot n)/3$, so $n\cdot n=1$.

Conversely, let $\rho$ be positive semidefinite with $n\cdot n=1$, and call its eigenvalues $p_0,p_1,p_2$. They are nonnegative, with $\sum_i p_i=1$ and $\sum_i p_i^2=1$. Squaring the first sum and subtracting the second gives

$$2(p_0p_1+p_0p_2+p_1p_2)=0.$$

Each product is nonnegative, so each vanishes. Then $p_0=p_0(p_0+p_1+p_2)=p_0^2$, and likewise for the other two. Hence $\rho^2=\rho$. A Hermitian projector of trace one has rank one, so it is a pure state.

**The inner ball.** If $n\cdot n\le1/4$, then $\operatorname{tr}\rho^2\le1/2$, so the squares of the three eigenvalues of $\rho(n)$ sum to at most $1/2$. The signs of these eigenvalues are not yet known. Let $a$ be any one of them and $b,c$ the other two. From $b+c=1-a$ and $(b-c)^2\ge0$ we get $b^2+c^2\ge(1-a)^2/2$. Therefore

$$a^2+\frac{(1-a)^2}{2}\le\frac12,\qquad\text{that is,}\qquad 3a^2\le2a,$$

which forces $a\ge0$.

## The Lean file

```lean
import Mathlib

open Matrix
open scoped ComplexOrder

namespace QutritBlochBall

noncomputable section

/-- The eight Gell-Mann matrices, numbered from 0 to 7. -/
def gellMann : Fin 8 → Matrix (Fin 3) (Fin 3) ℂ :=
  ![!![0, 1, 0; 1, 0, 0; 0, 0, 0],
    !![0, -Complex.I, 0; Complex.I, 0, 0; 0, 0, 0],
    !![1, 0, 0; 0, -1, 0; 0, 0, 0],
    !![0, 0, 1; 0, 0, 0; 1, 0, 0],
    !![0, 0, -Complex.I; 0, 0, 0; Complex.I, 0, 0],
    !![0, 0, 0; 0, 0, 1; 0, 1, 0],
    !![0, 0, 0; 0, 0, -Complex.I; 0, Complex.I, 0],
    ((√3 : ℝ) : ℂ)⁻¹ • !![1, 0, 0; 0, 1, 0; 0, 0, -2]]

/-- The matrix `(1 + √3 n·λ)/3` belonging to a real vector `n` with eight components. -/
def rho (n : Fin 8 → ℝ) : Matrix (Fin 3) (Fin 3) ℂ :=
  (1 / 3 : ℂ) • (1 + ((√3 : ℝ) : ℂ) • ∑ i, (n i : ℂ) • gellMann i)

/-- The unit vector along the eighth axis. -/
def e8 : Fin 8 → ℝ := Pi.single 7 1

private lemma sqrt3_mul_self : ((√3 : ℝ) : ℂ) * ((√3 : ℝ) : ℂ) = 3 := by
  rw [← Complex.ofReal_mul, Real.mul_self_sqrt (by norm_num)]
  norm_num

/-- The Gell-Mann matrices are Hermitian and traceless. -/
theorem gellMann_hermitian_traceless (i : Fin 8) :
    (gellMann i)ᴴ = gellMann i ∧ (gellMann i).trace = 0 := by
  constructor
  · ext a b
    fin_cases i <;> fin_cases a <;> fin_cases b <;> simp [gellMann]
  · fin_cases i <;> simp [gellMann, Matrix.trace, Fin.sum_univ_three]
    all_goals ring

/-- The Gell-Mann matrices are orthogonal in the trace product: `tr(λᵢ λⱼ) = 2 δᵢⱼ`. -/
theorem gellMann_orthogonal (i j : Fin 8) :
    (gellMann i * gellMann j).trace = if i = j then 2 else 0 := by
  have h : ((√3 : ℝ) : ℂ)⁻¹ * ((√3 : ℝ) : ℂ)⁻¹ = 1 / 3 := by
    rw [← mul_inv, sqrt3_mul_self]
    norm_num
  fin_cases i <;> fin_cases j <;>
    simp [gellMann, Matrix.trace, Fin.sum_univ_three]
  all_goals first
    | ring1
    | linear_combination 6 * h

/-- For every real vector `n` the matrix `ρ(n)` is Hermitian. -/
theorem rho_isHermitian (n : Fin 8 → ℝ) : (rho n).IsHermitian := by
  have h : ∀ i, (gellMann i)ᴴ = gellMann i := fun i => (gellMann_hermitian_traceless i).1
  unfold Matrix.IsHermitian rho
  simp [Matrix.conjTranspose_smul, Matrix.conjTranspose_add, Matrix.conjTranspose_sum, h]

/-- For every `n`, `tr ρ(n) = 1` and `tr ρ(n)² = (1 + 2 n·n)/3`. -/
theorem rho_traces (n : Fin 8 → ℝ) :
    (rho n).trace = 1 ∧
      (rho n * rho n).trace = (1 + 2 * ((n ⬝ᵥ n : ℝ) : ℂ)) / 3 := by
  have hL : (∑ i, (n i : ℂ) • gellMann i).trace = 0 := by
    simp [Matrix.trace_sum, Matrix.trace_smul, fun i => (gellMann_hermitian_traceless i).2]
  -- only the diagonal terms of the double sum survive
  have hLL : ((∑ i, (n i : ℂ) • gellMann i) * (∑ i, (n i : ℂ) • gellMann i)).trace
      = 2 * ((n ⬝ᵥ n : ℝ) : ℂ) := by
    simp only [Finset.sum_mul, Finset.mul_sum, smul_mul_assoc, mul_smul_comm,
      Matrix.trace_sum, Matrix.trace_smul, gellMann_orthogonal, smul_eq_mul, mul_ite,
      mul_zero, Finset.sum_ite_eq', Finset.mem_univ, if_true, dotProduct]
    push_cast
    rw [Finset.mul_sum]
    exact Finset.sum_congr rfl fun i _ => by ring
  have h1 : (1 : Matrix (Fin 3) (Fin 3) ℂ).trace = 3 := by simp
  unfold rho
  constructor
  · rw [Matrix.trace_smul, Matrix.trace_add, Matrix.trace_smul, hL, h1]
    norm_num
  · simp only [smul_mul_assoc, mul_smul_comm, add_mul, mul_add, one_mul, mul_one,
      Matrix.trace_add, Matrix.trace_smul, hL, hLL, h1, smul_eq_mul]
    linear_combination (2 * ((n ⬝ᵥ n : ℝ) : ℂ) / 9) * sqrt3_mul_self

/-- Along the eighth axis `ρ(t e₈)` is diagonal, with entries
`(1 + t)/3`, `(1 + t)/3` and `(1 - 2t)/3`. -/
theorem rho_axis (t : ℝ) : rho (t • e8) =
    diagonal (fun i => ((![(1 + t) / 3, (1 + t) / 3, (1 - 2 * t) / 3] i : ℝ) : ℂ)) := by
  have hs : ((√3 : ℝ) : ℂ) * ((√3 : ℝ) : ℂ)⁻¹ = 1 := by
    apply mul_inv_cancel₀
    intro h
    have h3 := sqrt3_mul_self
    rw [h] at h3
    norm_num at h3
  have hsum : ∑ i, (((t • e8) i : ℝ) : ℂ) • gellMann i = (t : ℂ) • gellMann 7 := by
    rw [Finset.sum_eq_single 7]
    · simp [e8]
    · intro b _ hb
      simp [e8, Pi.single_eq_of_ne hb]
    · simp
  have h7 : ((√3 : ℝ) : ℂ) • (t : ℂ) • gellMann 7
      = (t : ℂ) • !![1, 0, 0; 0, 1, 0; 0, 0, -2] := by
    change ((√3 : ℝ) : ℂ) • (t : ℂ) • (((√3 : ℝ) : ℂ)⁻¹ • !![1, 0, 0; 0, 1, 0; 0, 0, -2]) = _
    rw [smul_smul, smul_smul]
    congr 1
    linear_combination (t : ℂ) * hs
  unfold rho
  rw [hsum, h7]
  ext i j
  fin_cases i <;> fin_cases j <;> simp
  all_goals ring

/-- Every unit vector `n` gives `tr ρ = tr ρ² = 1`; yet for the unit vector `e₈` the matrix
`ρ(e₈)` has the eigenvalue `-1/3`, while `ρ(-e₈)` is a Hermitian projector. -/
theorem qutrit_bloch_ball_counterexample :
    (∀ n : Fin 8 → ℝ, n ⬝ᵥ n = 1 → (rho n).trace = 1 ∧ (rho n * rho n).trace = 1) ∧
    e8 ⬝ᵥ e8 = 1 ∧
    rho e8 *ᵥ ![0, 0, 1] = (-1 / 3 : ℂ) • ![0, 0, 1] ∧
    (rho (-e8)).IsHermitian ∧ rho (-e8) * rho (-e8) = rho (-e8) := by
  refine ⟨fun n hn => ⟨(rho_traces n).1, ?_⟩, by simp [e8], ?_, rho_isHermitian _, ?_⟩
  · rw [(rho_traces n).2, hn]
    norm_num
  · have h := rho_axis 1
    rw [one_smul] at h
    rw [h]
    ext i
    rw [Matrix.mulVec_diagonal]
    fin_cases i <;> norm_num
  · have h := rho_axis (-1)
    rw [neg_smul, one_smul] at h
    rw [h, Matrix.diagonal_mul_diagonal]
    congr 1
    funext i
    fin_cases i <;> norm_num

/-- On the eighth axis `ρ(t e₈)` is positive semidefinite exactly for `-1 ≤ t ≤ 1/2`. -/
theorem axis_posSemidef_iff (t : ℝ) :
    (rho (t • e8)).PosSemidef ↔ -1 ≤ t ∧ t ≤ 1 / 2 := by
  rw [rho_axis, Matrix.posSemidef_diagonal_iff]
  constructor
  · intro h
    have h0 : (0 : ℝ) ≤ (1 + t) / 3 := Complex.zero_le_real.1 (h 0)
    have h2 : (0 : ℝ) ≤ (1 - 2 * t) / 3 := Complex.zero_le_real.1 (h 2)
    constructor <;> linarith
  · rintro ⟨h0, h2⟩ i
    apply Complex.zero_le_real.2
    have ha : (0 : ℝ) ≤ (1 + t) / 3 := by linarith
    have hb : (0 : ℝ) ≤ (1 - 2 * t) / 3 := by linarith
    fin_cases i
    exacts [ha, ha, hb]

/-- A Hermitian 3×3 matrix and its square are diagonal in the same orthonormal basis, with the
eigenvalues and the squared eigenvalues on the diagonal. -/
theorem spectral_pair {A : Matrix (Fin 3) (Fin 3) ℂ} (hA : A.IsHermitian) :
    ∃ U : Matrix (Fin 3) (Fin 3) ℂ, star U * U = 1 ∧
      A = U * diagonal (fun i => (hA.eigenvalues i : ℂ)) * star U ∧
      A * A = U * diagonal (fun i => (hA.eigenvalues i : ℂ) ^ 2) * star U := by
  have sq : ∀ B U D : Matrix (Fin 3) (Fin 3) ℂ, star U * U = 1 → B = U * D * star U →
      B * B = U * (D * D) * star U := by
    intro B U D hU hB
    calc B * B = U * D * (star U * U) * D * star U := by rw [hB]; noncomm_ring
      _ = U * (D * D) * star U := by rw [hU]; noncomm_ring
  have hU : star (hA.eigenvectorUnitary : Matrix (Fin 3) (Fin 3) ℂ)
      * (hA.eigenvectorUnitary : Matrix (Fin 3) (Fin 3) ℂ) = 1 :=
    Unitary.coe_star_mul_self _
  have h := hA.spectral_theorem
  rw [Unitary.conjStarAlgAut_apply] at h
  refine ⟨hA.eigenvectorUnitary, hU, h, ?_⟩
  have h2 := sq _ _ _ hU h
  rw [Matrix.diagonal_mul_diagonal] at h2
  simp only [pow_two]
  exact h2

/-- The eigenvalues of `ρ(n)` sum to one, and their squares sum to `(1 + 2 n·n)/3`. -/
theorem eigenvalue_sums (n : Fin 8 → ℝ) :
    ∑ i, (rho_isHermitian n).eigenvalues i = 1 ∧
      ∑ i, (rho_isHermitian n).eigenvalues i ^ 2 = (1 + 2 * (n ⬝ᵥ n)) / 3 := by
  obtain ⟨U, hU, h1, h2⟩ := spectral_pair (rho_isHermitian n)
  -- the trace does not see the change of basis
  have tr : ∀ D : Matrix (Fin 3) (Fin 3) ℂ, (U * D * star U).trace = D.trace := by
    intro D
    rw [Matrix.trace_mul_comm, ← mul_assoc, hU, one_mul]
  have t1 := (congrArg Matrix.trace h1).symm.trans (rho_traces n).1
  have t2 := (congrArg Matrix.trace h2).symm.trans (rho_traces n).2
  rw [tr, Matrix.trace_diagonal] at t1 t2
  exact ⟨by exact_mod_cast t1, by exact_mod_cast t2⟩

/-- `ρ(n)` is idempotent exactly when it is positive semidefinite and `n` is a unit vector. -/
theorem idempotent_iff (n : Fin 8 → ℝ) :
    rho n * rho n = rho n ↔ (rho n).PosSemidef ∧ n ⬝ᵥ n = 1 := by
  constructor
  · intro h
    constructor
    · have hp := Matrix.posSemidef_conjTranspose_mul_self (rho n)
      rwa [(rho_isHermitian n).eq, h] at hp
    · have ht := (rho_traces n).2
      rw [h, (rho_traces n).1] at ht
      have hr : (1 : ℝ) = (1 + 2 * (n ⬝ᵥ n)) / 3 := by exact_mod_cast ht
      linarith
  · rintro ⟨hp, hn⟩
    obtain ⟨s1, s2⟩ := eigenvalue_sums n
    obtain ⟨U, -, h1, h2⟩ := spectral_pair (rho_isHermitian n)
    rw [hn] at s2
    rw [Fin.sum_univ_three] at s1 s2
    -- if three nonnegative numbers have sum and sum of squares one, the first equals its square
    have key : ∀ a b c : ℝ, 0 ≤ a → 0 ≤ b → 0 ≤ c → a + b + c = 1 →
        a ^ 2 + b ^ 2 + c ^ 2 = 1 → a ^ 2 = a := by
      intro a b c ha hb hc h h'
      have hab := mul_nonneg ha hb
      have hac := mul_nonneg ha hc
      have hbc := mul_nonneg hb hc
      have e : a * b + a * c + b * c = 0 := by
        linear_combination ((a + b + c + 1) / 2) * h - h' / 2
      have e' : a * b + a * c = 0 := by linarith
      linear_combination a * h - e'
    have p : ∀ i, 0 ≤ (rho_isHermitian n).eigenvalues i := fun i => hp.eigenvalues_nonneg i
    have q : ∀ i, (rho_isHermitian n).eigenvalues i ^ 2 = (rho_isHermitian n).eigenvalues i := by
      have q0 := key _ _ _ (p 0) (p 1) (p 2) (by linarith) (by linarith)
      have q1 := key _ _ _ (p 1) (p 0) (p 2) (by linarith) (by linarith)
      have q2 := key _ _ _ (p 2) (p 0) (p 1) (by linarith) (by linarith)
      intro i
      fin_cases i
      exacts [q0, q1, q2]
    have hd : (fun i => ((rho_isHermitian n).eigenvalues i : ℂ) ^ 2)
        = fun i => ((rho_isHermitian n).eigenvalues i : ℂ) := by
      funext i
      exact_mod_cast q i
    rw [hd] at h2
    exact h2.trans h1.symm

/-- Every vector `n` of length at most `1/2` gives a positive semidefinite `ρ(n)`. -/
theorem inner_ball_posSemidef (n : Fin 8 → ℝ) (hn : n ⬝ᵥ n ≤ (1 / 2) ^ 2) :
    (rho n).PosSemidef := by
  obtain ⟨s1, s2⟩ := eigenvalue_sums n
  rw [Fin.sum_univ_three] at s1 s2
  have key : ∀ a b c : ℝ, a + b + c = 1 → a ^ 2 + b ^ 2 + c ^ 2 ≤ 1 / 2 → 0 ≤ a := by
    intro a b c h h'
    have hc : c = 1 - a - b := by linarith
    subst hc
    nlinarith [sq_nonneg (b - (1 - a - b)), sq_nonneg a]
  have q0 := key _ _ _ s1 (by linarith)
  have q1 := key ((rho_isHermitian n).eigenvalues 1) ((rho_isHermitian n).eigenvalues 0)
    ((rho_isHermitian n).eigenvalues 2) (by linarith) (by linarith)
  have q2 := key ((rho_isHermitian n).eigenvalues 2) ((rho_isHermitian n).eigenvalues 0)
    ((rho_isHermitian n).eigenvalues 1) (by linarith) (by linarith)
  apply (rho_isHermitian n).posSemidef_iff_eigenvalues_nonneg.2
  intro i
  fin_cases i
  exacts [q0, q1, q2]

end

end QutritBlochBall
```

```lean
#print axioms QutritBlochBall.qutrit_bloch_ball_counterexample
-- 'QutritBlochBall.qutrit_bloch_ball_counterexample' depends on axioms: [propext, Classical.choice, Quot.sound]
#print axioms QutritBlochBall.axis_posSemidef_iff
-- 'QutritBlochBall.axis_posSemidef_iff' depends on axioms: [propext, Classical.choice, Quot.sound]
#print axioms QutritBlochBall.idempotent_iff
-- 'QutritBlochBall.idempotent_iff' depends on axioms: [propext, Classical.choice, Quot.sound]
#print axioms QutritBlochBall.inner_ball_posSemidef
-- 'QutritBlochBall.inner_ball_posSemidef' depends on axioms: [propext, Classical.choice, Quot.sound]
```

## Exact vectors, three levels and no rounding

**What the statements say.** A Bloch vector is a function `Fin 8 → ℝ`, and `n ⬝ᵥ n` is its squared length. The function `rho` returns a complex 3×3 matrix for any such vector, whether or not that matrix is a state. Being a state is expressed by `PosSemidef`, which includes Hermiticity; the unit trace holds for every `n`. The normalisation is fixed by $\operatorname{tr}\lambda_i\lambda_j=2\delta_{ij}$ and the factor $\sqrt3$, so the radii $1/2$ and $1$ must be rescaled for a code with another convention.

The theorem `qutrit_bloch_ball_counterexample` has five parts: both traces are one for every unit vector; `e8` is a unit vector; `rho e8` multiplies the basis vector `![0, 0, 1]` by $-1/3$; `rho (-e8)` is Hermitian; and it equals its own square. The remaining results are `axis_posSemidef_iff` for the eighth axis, `idempotent_iff` for projectors and `inner_ball_posSemidef` for the ball of radius $1/2$.

**How the proof follows the derivation.** The theorems `gellMann_hermitian_traceless` and `gellMann_orthogonal` check the matrices case by case with `fin_cases`. In `rho_traces`, orthogonality reduces the double sum for $\operatorname{tr}L^2$ to its diagonal terms, and `sqrt3_mul_self` supplies $\sqrt3\cdot\sqrt3=3$. The theorem `rho_axis` computes the diagonal form, from which the counterexample follows at $t=\pm1$ and the positivity interval by comparing entries with zero.

The passage to eigenvalues is made by `spectral_pair`. It writes a Hermitian matrix and its square in one orthonormal eigenbasis, with the eigenvalues and their squares on the diagonals. Cyclicity of the trace then removes the change of basis in `eigenvalue_sums`. In both `idempotent_iff` and `inner_ball_posSemidef`, the local statement `key` contains the argument about three real numbers, and it is applied once to each eigenvalue. For the inner ball, `nlinarith` receives the squares of $b-c$ and $a$, which are the two nonnegative terms used above.

**What remains for the code.** The theorems concern exact real and complex numbers. They give no tolerance for a computed eigenvalue such as $-10^{-16}$, and they do not certify a floating-point implementation of `rho`. They treat one three-level system, with no dynamics and no measurement noise. They also give no full description of the vectors that yield states: between radius $1/2$ and radius $1$, positivity is settled only along the eighth axis.
